# First- and second-order energies of a nondegenerate level under a Hermitian perturbation of both Hamiltonian and overlap

Take a single state with energy ε. Let a perturbation of strength t add tv to the Hamiltonian matrix element of the state and ts to its squared norm, initially 1, with v and s real. The generalized eigenvalue equation is then one line of numbers:

ε + tv = E(1 + ts)

Dividing and expanding in t gives

E = (ε + tv)/(1 + ts) = ε + t(v − εs) − t² s(v − εs) + …

The first-order energy is E₁ = v − εs: the perturbation enters with the overlap change subtracted, weighted by the unperturbed energy. The second-order energy is E₂ = −E₁s, although there is no other level to mix with. With more levels, a sum over the other states is added to this term. It has the familiar second-order form, but with the perturbation corrected for the overlap in the same way as in E₁.

The general problem is (H₀ + tV)ψ = E(1 + tS)ψ. In electronic structure, the overlap matrix changes along with the Hamiltonian when atom-centred basis functions move. The model here is finite-dimensional, has one parameter t, changes both operators linearly and starts from the identity overlap. If the matrices also change at order t², as they generally do for moving basis functions, E₂ gains a further term: the expectation value, in the unperturbed state, of the second-order change of the Hamiltonian minus ε times that of the overlap.

```lean
import Mathlib

open scoped InnerProductSpace ComplexConjugate Topology

namespace PerturbedOverlap

noncomputable section

variable {F : Type*} [NormedAddCommGroup F] [InnerProductSpace ℂ F]
variable {ι : Type*} [Fintype ι]
```

`F` is the state space, a complex inner product space, and `ι` is a finite set of level labels. The inner product `⟪x, y⟫_ℂ`, written ⟨x,y⟩ below, is conjugate-linear in its first slot.

```lean
/-- The perturbation corrected for the overlap, `W = V - e S`, at the unperturbed energy `e`. -/
def dressed (V S : F →ₗ[ℂ] F) (e : ℂ) : F →ₗ[ℂ] F := V - e • S
```

This defines the corrected perturbation W = V − eS. The type `F →ₗ[ℂ] F` is that of complex-linear operators on `F`. Later e is the unperturbed energy ε_o of the chosen level `o`.

```lean
/-- For symmetric `V` and `S` and a real energy `e`, the corrected perturbation `V - e S`
is symmetric. -/
theorem dressed_isSymmetric {V S : F →ₗ[ℂ] F} {e : ℂ} (hV : V.IsSymmetric)
    (hS : S.IsSymmetric) (he : conj e = e) : (dressed V S e).IsSymmetric := by
  intro x y
  change ⟪V x - e • S x, y⟫_ℂ = ⟪x, V y - e • S y⟫_ℂ
  rw [inner_sub_left, inner_sub_right, inner_smul_left, inner_smul_right, he, hV x y, hS x y]
```

`IsSymmetric` means ⟨Ax,y⟩ = ⟨x,Ay⟩ for all x and y, which is Hermiticity in this setting. The condition `conj e = e` says that e is real. By hand,

⟨Wx,y⟩ = ⟨Vx,y⟩ − e*⟨Sx,y⟩ = ⟨x,Vy⟩ − e⟨x,Sy⟩ = ⟨x,Wy⟩.

The proof makes the same replacements: `change` writes W out, and `rw` moves e, V and S across the inner product.

## Components along the unperturbed states

```lean
/-- If `H₀` has the orthonormal eigenbasis `b` with levels `ε`, it multiplies the component
of any vector along `b k` by `ε k`. -/
theorem inner_eigenbasis {H₀ : F →ₗ[ℂ] F} (b : OrthonormalBasis ι ℂ F) {ε : ι → ℂ}
    (hb : ∀ k, H₀ (b k) = ε k • b k) (k : ι) (x : F) :
    ⟪b k, H₀ x⟫_ℂ = ε k * ⟪b k, x⟫_ℂ := by
  classical
  have ho := orthonormal_iff_ite.mp b.orthonormal
  conv_lhs => rw [← b.sum_repr' x]
  simp only [map_sum, map_smul, hb, inner_sum, inner_smul_right, ho, mul_ite, mul_one,
    mul_zero, Finset.sum_ite_eq, Finset.mem_univ, if_true]
  ring
```

The vectors b_k form an orthonormal basis with H₀b_k = ε_k b_k. Expand x = Σ_j ⟨b_j,x⟩b_j, apply H₀, and take the component along b_k. Orthonormality leaves one term:

⟨b_k,H₀x⟩ = ε_k⟨b_k,x⟩.

In Lean, `b.sum_repr'` supplies the expansion and `simp` collapses the sum. The levels have type ℂ, so H₀ itself need not be Hermitian; only ε_o will be required to be real.

```lean
/-- The first-order equation fixes the first-order energy as the expectation value of `V - ε o • S`
in the unperturbed state `b o`, where `b` is an orthonormal eigenbasis of `H₀`. -/
theorem first_order_energy {H₀ V S : F →ₗ[ℂ] F} (b : OrthonormalBasis ι ℂ F) {ε : ι → ℂ}
    (hb : ∀ k, H₀ (b k) = ε k • b k) (o : ι) {ψ₁ : F} {E₁ : ℂ}
    (h₁ : H₀ ψ₁ + V (b o) = ε o • (ψ₁ + S (b o)) + E₁ • b o) :
    E₁ = ⟪b o, dressed V S (ε o) (b o)⟫_ℂ := by
  have hn : ⟪b o, b o⟫_ℂ = 1 := by
    rw [inner_self_eq_norm_sq_to_K, b.orthonormal.1 o]; simp
  have h := congrArg (fun x => ⟪b o, x⟫_ℂ) h₁
  simp only [inner_add_right, inner_smul_right, inner_eigenbasis b hb, hn] at h
  change E₁ = ⟪b o, V (b o) - ε o • S (b o)⟫_ℂ
  rw [inner_sub_right, inner_smul_right]
  linear_combination -h
```

Insert ψ = b_o + tψ₁ + t²ψ₂ + … and E = ε_o + tE₁ + t²E₂ + … into the eigenvalue equation. The terms linear in t give the hypothesis `h₁`:

H₀ψ₁ + Vb_o = ε_o(ψ₁ + Sb_o) + E₁b_o.

Project on b_o:

ε_o⟨b_o,ψ₁⟩ + ⟨b_o,Vb_o⟩ = ε_o⟨b_o,ψ₁⟩ + ε_o⟨b_o,Sb_o⟩ + E₁.

The terms with ψ₁ cancel, leaving

E₁ = ⟨b_o,Wb_o⟩, with W = V − ε_oS.

`congrArg` performs the projection on both sides, and `linear_combination` does the cancellation. This step uses neither Hermiticity nor nondegeneracy.

```lean
/-- The first-order equation fixes the component of `ψ₁` along every eigenvector `b k` of the
orthonormal eigenbasis with `k ≠ o` whose level differs from that of `b o`. -/
theorem first_order_component {H₀ V S : F →ₗ[ℂ] F} (b : OrthonormalBasis ι ℂ F) {ε : ι → ℂ}
    (hb : ∀ k, H₀ (b k) = ε k • b k) {o k : ι} (hk : k ≠ o) (hne : ε k ≠ ε o)
    {ψ₁ : F} {E₁ : ℂ} (h₁ : H₀ ψ₁ + V (b o) = ε o • (ψ₁ + S (b o)) + E₁ • b o) :
    ⟪b k, ψ₁⟫_ℂ = ⟪b k, dressed V S (ε o) (b o)⟫_ℂ / (ε o - ε k) := by
  have h := congrArg (fun x => ⟪b k, x⟫_ℂ) h₁
  simp only [inner_add_right, inner_smul_right, inner_eigenbasis b hb,
    b.orthonormal.2 hk] at h
  rw [eq_div_iff (sub_ne_zero.mpr hne.symm)]
  change _ = ⟪b k, V (b o) - ε o • S (b o)⟫_ℂ
  rw [inner_sub_right, inner_smul_right]
  linear_combination -h
```

Now project the same equation on b_k with k ≠ o. The E₁ term vanishes by orthogonality, and rearranging gives

(ε_o − ε_k)⟨b_k,ψ₁⟩ = ⟨b_k,Wb_o⟩.

Since ε_k ≠ ε_o, division gives the component of ψ₁ along b_k. The component along b_o stays free, because neither the normalisation nor the phase of ψ has been fixed.

## The second-order energy

```lean
/-- Perturbation theory with a perturbed overlap: for an orthonormal eigenbasis of `H₀`, a real
nondegenerate level `ε o` and symmetric `V`, `S`, the first- and second-order equations of
`(H₀ + tV)ψ = E(1 + tS)ψ` fix the first- and second-order energies. -/
theorem perturbed_overlap_energies [DecidableEq ι] {H₀ V S : F →ₗ[ℂ] F}
    (b : OrthonormalBasis ι ℂ F) {ε : ι → ℂ} (hb : ∀ k, H₀ (b k) = ε k • b k) (o : ι)
    (hreal : conj (ε o) = ε o) (hne : ∀ k, k ≠ o → ε k ≠ ε o)
    (hV : V.IsSymmetric) (hS : S.IsSymmetric) {ψ₁ ψ₂ : F} {E₁ E₂ : ℂ}
    (h₁ : H₀ ψ₁ + V (b o) = ε o • (ψ₁ + S (b o)) + E₁ • b o)
    (h₂ : H₀ ψ₂ + V ψ₁ = ε o • (ψ₂ + S ψ₁) + E₁ • (ψ₁ + S (b o)) + E₂ • b o) :
    E₁ = ⟪b o, dressed V S (ε o) (b o)⟫_ℂ ∧
    E₂ = ∑ k ∈ Finset.univ.erase o,
        (‖⟪b k, dressed V S (ε o) (b o)⟫_ℂ‖ : ℂ) ^ 2 / (ε o - ε k)
      - E₁ * ⟪b o, S (b o)⟫_ℂ := by
  have hE := first_order_energy b hb o h₁
  refine ⟨hE, ?_⟩
  have hW := dressed_isSymmetric hV hS hreal
  have hn : ⟪b o, b o⟫_ℂ = 1 := by
    rw [inner_self_eq_norm_sq_to_K, b.orthonormal.1 o]; simp
  -- project the second-order equation on the unperturbed state
  have h := congrArg (fun x => ⟪b o, x⟫_ℂ) h₂
  simp only [inner_add_right, inner_smul_right, inner_eigenbasis b hb, hn] at h
  have hd : ⟪b o, dressed V S (ε o) ψ₁⟫_ℂ = ⟪b o, V ψ₁⟫_ℂ - ε o * ⟪b o, S ψ₁⟫_ℂ := by
    change ⟪b o, V ψ₁ - ε o • S ψ₁⟫_ℂ = _
    rw [inner_sub_right, inner_smul_right]
  -- insert the resolution of the identity and split off the component along `b o`
  have hsum : ⟪b o, dressed V S (ε o) ψ₁⟫_ℂ = E₁ * ⟪b o, ψ₁⟫_ℂ +
      ∑ k ∈ Finset.univ.erase o,
        (‖⟪b k, dressed V S (ε o) (b o)⟫_ℂ‖ : ℂ) ^ 2 / (ε o - ε k) := by
    rw [← hW (b o) ψ₁, ← b.sum_inner_mul_inner,
      ← Finset.add_sum_erase Finset.univ _ (Finset.mem_univ o), hW (b o) (b o), ← hE]
    congr 1
    refine Finset.sum_congr rfl fun k hk => ?_
    have hko := Finset.ne_of_mem_erase hk
    rw [first_order_component b hb hko (hne k hko) h₁, ← inner_conj_symm, ← mul_div_assoc,
      Complex.conj_mul']
  linear_combination hsum - hd - h
```

In words: let ε_o be real and different from every other level, let V and S be Hermitian, and let ψ₁, ψ₂, E₁, E₂ satisfy the equations of order t and t². Then

E₁ = ⟨b_o,Wb_o⟩

E₂ = Σ_{k≠o} |⟨b_k,Wb_o⟩|²/(ε_o − ε_k) − E₁⟨b_o,Sb_o⟩.

`Finset.univ.erase o` is the set of all labels except `o`. The two order equations are assumptions; the theorem says what any solution of them must have as energies. For S = 0 the formulas reduce to ordinary Rayleigh–Schrödinger theory.

The equation of order t², hypothesis `h₂`, is

H₀ψ₂ + Vψ₁ = ε_o(ψ₂ + Sψ₁) + E₁(ψ₁ + Sb_o) + E₂b_o.

Projecting on b_o removes ψ₂, since ε_o⟨b_o,ψ₂⟩ appears on both sides:

E₂ = ⟨b_o,Wψ₁⟩ − E₁⟨b_o,ψ₁⟩ − E₁⟨b_o,Sb_o⟩.

For the first term, move W to the left and insert the resolution of the identity:

⟨b_o,Wψ₁⟩ = ⟨Wb_o,ψ₁⟩ = Σ_k ⟨Wb_o,b_k⟩⟨b_k,ψ₁⟩.

The term k = o is E₁⟨b_o,ψ₁⟩. In every other term, ⟨Wb_o,b_k⟩ is the complex conjugate of ⟨b_k,Wb_o⟩, and the component found above supplies the second factor. Together they give |⟨b_k,Wb_o⟩|²/(ε_o − ε_k). The free component ⟨b_o,ψ₁⟩ then cancels from E₂.

In the proof, `h` is the projected equation, `hd` writes out W, and `hsum` is the sum just described. The last line combines the three.

## From order equations to a differentiable branch

```lean
/-- In finite dimension, a differentiable curve of states `φ` gives a differentiable curve
`(A + sB) φ(s)`, with the derivative given by the product rule. -/
theorem hasDerivAt_pencil [FiniteDimensional ℂ F] (A B : F →ₗ[ℂ] F) {φ : ℝ → F} {φ' : F}
    {t : ℝ} (h : HasDerivAt φ φ' t) :
    HasDerivAt (fun s : ℝ => A (φ s) + (s : ℂ) • B (φ s))
      (A φ' + (t : ℂ) • B φ' + B (φ t)) t := by
  have hm (C : F →ₗ[ℂ] F) : HasDerivAt (fun s => C (φ s)) (C φ') t :=
    ((LinearMap.toContinuousLinearMap C).restrictScalars ℝ).hasFDerivAt.comp_hasDerivAt t h
  have hc : HasDerivAt (fun s : ℝ => (s : ℂ)) 1 t := by
    simpa using (hasDerivAt_id t).ofReal_comp
  have h2 := hc.smul (hm B)
  rw [one_smul] at h2
  rw [add_assoc]
  exact (hm A).add h2
```

`HasDerivAt f f' t` says that f has derivative f' at t. The lemma is the product rule for a moving state φ(s) acted on by A + sB:

d/ds [(A + sB)φ(s)] at s = t equals Aφ′ + tBφ′ + Bφ(t).

Finite dimension makes the linear operators continuous, so they can be applied to a derivative.

```lean
/-- Let `ψ(t)`, `E(t)` solve `(H₀ + tV)ψ = E(1 + tS)ψ` near `t = 0`, be differentiable there and
twice differentiable at `0`, and start from `b o`. For an orthonormal eigenbasis of `H₀`, a real
nondegenerate level `ε o` and symmetric `V`, `S`, this gives `E'(0)` and `E''(0)/2`. -/
theorem energy_branch_derivatives [DecidableEq ι] {H₀ V S : F →ₗ[ℂ] F}
    (b : OrthonormalBasis ι ℂ F) {ε : ι → ℂ} (hb : ∀ k, H₀ (b k) = ε k • b k) (o : ι)
    (hreal : conj (ε o) = ε o) (hne : ∀ k, k ≠ o → ε k ≠ ε o)
    (hV : V.IsSymmetric) (hS : S.IsSymmetric)
    {ψ ψ' : ℝ → F} {E E' : ℝ → ℂ} {ψ'' : F} {E'' : ℂ} (h0 : ψ 0 = b o)
    (hψ : ∀ᶠ t in 𝓝 0, HasDerivAt ψ (ψ' t) t) (hE : ∀ᶠ t in 𝓝 0, HasDerivAt E (E' t) t)
    (hψ' : HasDerivAt ψ' ψ'' 0) (hE' : HasDerivAt E' E'' 0)
    (heq : ∀ᶠ t : ℝ in 𝓝 0,
      H₀ (ψ t) + (t : ℂ) • V (ψ t) = E t • (ψ t + (t : ℂ) • S (ψ t))) :
    E' 0 = ⟪b o, dressed V S (ε o) (b o)⟫_ℂ ∧
    E'' / 2 = ∑ k ∈ Finset.univ.erase o,
        (‖⟪b k, dressed V S (ε o) (b o)⟫_ℂ‖ : ℂ) ^ 2 / (ε o - ε k)
      - E' 0 * ⟪b o, S (b o)⟫_ℂ := by
  have : FiniteDimensional ℂ F := Module.Finite.of_basis b.toBasis
  have hm (C : F →ₗ[ℂ] F) : HasDerivAt (fun s => C (ψ s)) (C (ψ' 0)) 0 :=
    ((LinearMap.toContinuousLinearMap C).restrictScalars ℝ).hasFDerivAt.comp_hasDerivAt 0
      hψ.self_of_nhds
  -- first derivative of the eigenvalue equation, valid near `t = 0`
  have h1 : ∀ᶠ t : ℝ in 𝓝 0, H₀ (ψ' t) + (t : ℂ) • V (ψ' t) + V (ψ t) =
      E t • (ψ' t + (t : ℂ) • S (ψ' t) + S (ψ t)) + E' t • (ψ t + (t : ℂ) • S (ψ t)) := by
    filter_upwards [heq.eventually_nhds, hψ, hE] with t ht hp he
    exact (hasDerivAt_pencil H₀ V hp).unique
      ((he.smul (hasDerivAt_pencil LinearMap.id S hp)).congr_of_eventuallyEq ht)
  -- second derivative at `t = 0`
  have h2 := ((hasDerivAt_pencil H₀ V hψ').add (hm V)).unique
    (((hE.self_of_nhds.smul ((hasDerivAt_pencil LinearMap.id S hψ').add (hm S))).add
      (hE'.smul (hasDerivAt_pencil LinearMap.id S hψ.self_of_nhds))).congr_of_eventuallyEq h1)
  have e0 := heq.self_of_nhds
  have e1 := h1.self_of_nhds
  simp only [Complex.ofReal_zero, zero_smul, add_zero, h0, hb] at e0 e1
  simp only [Complex.ofReal_zero, zero_smul, add_zero, h0, Pi.add_apply,
    LinearMap.id_apply] at h2
  have hε : ε o = E 0 := smul_left_injective ℂ (b.orthonormal.ne_zero o) e0
  rw [← hε] at e1 h2
  refine perturbed_overlap_energies b hb o hreal hne hV hS (ψ₂ := (1 / 2 : ℂ) • ψ'') e1 ?_
  rw [map_smul]
  linear_combination (norm := module) (1 / 2 : ℂ) • h2
```

Here the starting point is an actual solution ψ(t), E(t) for real t near 0, with ψ(0) = b_o. The notation `∀ᶠ t in 𝓝 0` means "for all t in some neighbourhood of 0". Both functions are assumed differentiable there and twice differentiable at 0; the existence of such a branch is part of the hypotheses.

At t = 0 the eigenvalue equation gives E(0) = ε_o, because b_o is nonzero. Differentiating once gives, near 0,

H₀ψ′ + tVψ′ + Vψ = E(ψ′ + tSψ′ + Sψ) + E′(ψ + tSψ).

At t = 0 this is the first-order equation with ψ₁ = ψ′(0) and E₁ = E′(0). Differentiating again at 0 gives

H₀ψ″ + 2Vψ′ = ε_o(ψ″ + 2Sψ′) + 2E′(ψ′ + Sb_o) + E″b_o.

Half of this is the second-order equation with ψ₂ = ψ″(0)/2 and E₂ = E″(0)/2. The previous theorem therefore gives E′(0) and E″(0)/2.

In Lean, `h1` and `h2` are the two differentiated equations. Each comes from `unique`: the two sides of an equation are the same function near 0, so their derivatives agree.

## Two levels with numbers

```lean
/-- The two-level operator with real diagonal entries `a`, `d` and real coupling `c`. -/
def twoLevel (a c d : ℝ) : EuclideanSpace ℂ (Fin 2) →ₗ[ℂ] EuclideanSpace ℂ (Fin 2) where
  toFun x := !₂[a * x.ofLp 0 + c * x.ofLp 1, c * x.ofLp 0 + d * x.ofLp 1]
  map_add' x y := by ext i; fin_cases i <;> simp <;> ring
  map_smul' r x := by ext i; fin_cases i <;> simp <;> ring
```

This is the operator with matrix rows (a, c) and (c, d). The labels in `Fin 2` are 0 and 1.

```lean
/-- Every two-level operator with real entries and equal couplings is symmetric. -/
theorem twoLevel_isSymmetric (a c d : ℝ) : (twoLevel a c d).IsSymmetric := by
  intro x y
  simp [twoLevel, PiLp.inner_apply, Fin.sum_univ_two]
  ring
```

A real matrix with equal off-diagonal entries is Hermitian. The proof writes both inner products as sums of two terms and compares them.

```lean
/-- A two-level problem with levels `1` and `-1`, all entries of `V` equal to `2` and all entries
of `S` equal to `1` satisfies both order equations with `E₁ = 1` and `E₂ = -1/2`. -/
theorem perturbed_overlap_witness :
    let b := EuclideanSpace.basisFun (Fin 2) ℂ
    let ε : Fin 2 → ℂ := ![1, -1]
    let H₀ := twoLevel 1 0 (-1)
    let V := twoLevel 2 2 2
    let S := twoLevel 1 1 1
    let ψ₁ := (1 / 2 : ℂ) • b 1
    let ψ₂ := (-1 / 2 : ℂ) • b 1
    (∀ k, H₀ (b k) = ε k • b k) ∧ conj (ε 0) = ε 0 ∧ (∀ k, k ≠ 0 → ε k ≠ ε 0) ∧
    V.IsSymmetric ∧ S.IsSymmetric ∧
    H₀ ψ₁ + V (b 0) = ε 0 • (ψ₁ + S (b 0)) + (1 : ℂ) • b 0 ∧
    H₀ ψ₂ + V ψ₁ = ε 0 • (ψ₂ + S ψ₁) + (1 : ℂ) • (ψ₁ + S (b 0)) + (-1 / 2 : ℂ) • b 0 := by
  intro b ε H₀ V S ψ₁ ψ₂
  refine ⟨?_, by simp [ε], ?_, twoLevel_isSymmetric _ _ _, twoLevel_isSymmetric _ _ _, ?_, ?_⟩
  · intro k
    ext i
    fin_cases k <;> fin_cases i <;> simp [b, ε, H₀, twoLevel]
  · intro k hk
    fin_cases k
    · exact absurd rfl hk
    · change (-1 : ℂ) ≠ 1
      norm_num
  · ext i
    fin_cases i <;> simp [b, ε, H₀, V, S, ψ₁, twoLevel] <;> norm_num
  · ext i
    fin_cases i <;> simp [b, ε, H₀, V, S, ψ₁, ψ₂, twoLevel] <;> norm_num

end

end PerturbedOverlap
```

The chosen level is `o` = 0, with ε₀ = 1 and ε₁ = −1. All entries of V are 2 and all entries of S are 1, so all entries of W = V − S are 1. The formulas give

E₁ = 1

E₂ = 1²/(1 − (−1)) − 1·1 = −1/2.

The theorem confirms that these energies, with ψ₁ = b₁/2 and ψ₂ = −b₁/2, satisfy every hypothesis of `perturbed_overlap_energies`. In components, both sides of the first-order equation are (2, 3/2), and both sides of the second-order equation are (1, 3/2). The proof checks such components one at a time with `fin_cases`.

The full two-level problem can also be solved directly. Its determinant condition is (1 + 2t)E² − 4tE − 1 = 0, and the root that starts at 1 is

E(t) = (2t + √(1 + 2t + 4t²))/(1 + 2t) = 1 + t − t²/2 + …

At t = 0.1 the root is about 1.0946, while the expansion through second order gives 1.095.

```lean
#print axioms PerturbedOverlap.perturbed_overlap_energies
-- 'PerturbedOverlap.perturbed_overlap_energies' depends on axioms: [propext, Classical.choice, Quot.sound]
#print axioms PerturbedOverlap.energy_branch_derivatives
-- 'PerturbedOverlap.energy_branch_derivatives' depends on axioms: [propext, Classical.choice, Quot.sound]
```
